# For smooth trial functions, the fixed-sample variance of the local energy has degree at most four in linear Jastrow parameters

## Trial function, local energy and sample

In variational Monte Carlo a trial function can be improved by making its local energy as constant as possible over a set of sampled configurations. Let $x\in\mathbb R^n$ collect all particle coordinates, and take units in which the Hamiltonian is $H=-\tfrac12\Delta+V$, where the potential $V(x)$ is a real function that acts by multiplication. Nonlocal pseudopotentials are not of this form and are excluded. The trial function is

$$\psi_a=e^{g}D,\qquad g=\sum_k a_kJ_k,$$

with real parameters $a_k$, $k=0,\dots,m-1$. Here $D$ is often a Slater determinant, but any real $C^2$ function is allowed, and the $J_k$ are also $C^2$. The local energy is $E_a=(H\psi_a)/\psi_a$.

The sample consists of $N+1$ configurations $r_0,\dots,r_N$ with $D(r_s)\neq0$. They stay fixed while $a$ varies, and all have equal weight. The variance is

$$\sigma^2(a)=\frac1{N+1}\sum_s\bigl(E_a(r_s)-\bar E_a\bigr)^2,\qquad \bar E_a=\frac1{N+1}\sum_tE_a(r_t).$$

The claim is that $\sigma^2$ is a real polynomial in the $a_k$ of total degree at most 4.

## The exponential cancels and leaves a quadratic

One differentiation gives $\partial_i(e^gD)=e^g(\partial_ig\,D+\partial_iD)$. A second gives

$$\partial_i^2(e^gD)=e^g\bigl[\partial_i^2D+2\,\partial_ig\,\partial_iD+(\partial_i^2g+(\partial_ig)^2)D\bigr].$$

Summing over $i$,

$$\Delta(e^gD)=e^g\bigl[\Delta D+2\nabla g\cdot\nabla D+(\Delta g+|\nabla g|^2)D\bigr].$$

Multiply by $-\tfrac12$, add $Ve^gD$ and divide by $e^gD$. Where $D\ne0$,

$$E_a=\frac{HD}{D}-\frac{\Delta g}{2}-\frac{\nabla g\cdot\nabla D}{D}-\frac{|\nabla g|^2}{2}.$$

Now insert $g=\sum_ka_kJ_k$:

$$E_a=\frac{HD}{D}-\sum_ka_k\Bigl(\frac{\Delta J_k}{2}+\frac{\nabla J_k\cdot\nabla D}{D}\Bigr)-\frac12\sum_{k,l}a_ka_l\,\nabla J_k\cdot\nabla J_l .$$

At a fixed configuration this has degree at most 2 in $a$. The mean over the sample, and each deviation from it, also have degree at most 2. The squared deviations therefore have degree at most 4, and so does their average.

For smooth factors and a fixed, unweighted sample, the coefficients can thus be accumulated once, after which the variance at any $a$ follows without revisiting the configurations.

## A harmonic oscillator with two sample points

Take $n=m=1$, $D=1$, $J_0=x^2$, $V=x^2/2$ and the points 0 and 1. Writing $a$ for $a_0$, we have $E_a(x)=-a+(\tfrac12-2a^2)x^2$. The variance of two numbers is a quarter of their squared difference, so

$$\sigma^2(a)=\tfrac14\bigl(\tfrac12-2a^2\bigr)^2=\tfrac1{16}-\tfrac12a^2+a^4.$$

At $a=-\tfrac14$ the energies are $\tfrac14$ and $\tfrac58$, and the variance is $\tfrac9{256}$. It vanishes at $a=-\tfrac12$, the ground state, and also at $a=+\tfrac12$, where $\psi_a$ is not normalisable.

## A sample point on a node

It is not enough that $D$ is nonzero at all sample points but one. Take $n=m=1$, $D=x$, $J_0=x$, $V=0$ and again the points 0 and 1. Then $E_a(x)=-a/x-a^2/2$, which for $a\neq0$ has no value at $x=0$. Lean sets division by zero to 0, and the identity proved below then fails: at $a=1$ the variance of the energies is $\tfrac9{16}$, while the polynomial gives $\tfrac14$.

## The definitions in Lean

```lean
import Mathlib

open MvPolynomial

namespace JastrowVariance

noncomputable section

variable {n m N : ℕ}
```

The letter `n` counts coordinates, `m` counts parameters, and `N` is one less than the number of sample points, so the sample is never empty.

```lean
/-- The partial derivative of `f` along the coordinate `i`, for `f` differentiable at `x`. -/
def pd (i : Fin n) (f : (Fin n → ℝ) → ℝ) (x : Fin n → ℝ) : ℝ :=
  fderiv ℝ f x (Pi.single i 1)
```

A configuration is a function `Fin n → ℝ`. Where `f` is differentiable, its partial derivative is the Fréchet derivative applied to a coordinate vector; elsewhere Lean sets `pd i f x` to 0.

```lean
/-- The Laplacian of a C² function `f`, the sum of its second partial derivatives. -/
def laplacian (f : (Fin n → ℝ) → ℝ) (x : Fin n → ℝ) : ℝ :=
  ∑ i, pd i (pd i f) x

/-- The scalar product of the gradients of `f` and `g`, for both differentiable at `x`. -/
def gradDot (f g : (Fin n → ℝ) → ℝ) (x : Fin n → ℝ) : ℝ :=
  ∑ i, pd i f x * pd i g x
```

These are $\Delta f$ and $\nabla f\cdot\nabla g$.

```lean
/-- The local energy `(Hψ)/ψ` with `H = -Δ/2 + V`, for a C² function `ψ` at points where it is
nonzero. -/
def localEnergy (V ψ : (Fin n → ℝ) → ℝ) (x : Fin n → ℝ) : ℝ :=
  (-(1 / 2) * laplacian ψ x + V x * ψ x) / ψ x
```

The potential `V` is an arbitrary real function; only its values at the sample points matter.

```lean
/-- The trial function `exp(∑ a_k J_k) D` with linear Jastrow parameters `a`. -/
def trial (D : (Fin n → ℝ) → ℝ) (J : Fin m → (Fin n → ℝ) → ℝ) (a : Fin m → ℝ)
    (x : Fin n → ℝ) : ℝ :=
  Real.exp (∑ k, a k * J k x) * D x

/-- The unweighted variance of `N + 1` sampled energies. -/
def sampleVariance (E : Fin (N + 1) → ℝ) : ℝ :=
  ((N : ℝ) + 1)⁻¹ * ∑ s, (E s - ((N : ℝ) + 1)⁻¹ * ∑ r, E r) ^ 2
```

The divisor is the number of points, $N+1$, and not the $N$ of the unbiased estimator.

```lean
/-- The local energy of the trial function at `x` as a polynomial in the Jastrow parameters, for C²
functions `D` and `J_k`, and `D x` nonzero. -/
def energyPoly (V D : (Fin n → ℝ) → ℝ) (J : Fin m → (Fin n → ℝ) → ℝ)
    (x : Fin n → ℝ) : MvPolynomial (Fin m) ℝ :=
  C (localEnergy V D x)
    - ∑ k, C (laplacian (J k) x / 2 + gradDot (J k) D x / D x) * X k
    - ∑ k, ∑ l, C (gradDot (J k) (J l) x / 2) * (X k * X l)
```

This is the quadratic derived above. `C` makes a constant polynomial and `X k` is the variable that stands for $a_k$.

```lean
/-- The variance of the energy polynomials over the sample points `r`, where `D` is nonzero. -/
def variancePoly (V D : (Fin n → ℝ) → ℝ) (J : Fin m → (Fin n → ℝ) → ℝ)
    (r : Fin (N + 1) → Fin n → ℝ) : MvPolynomial (Fin m) ℝ :=
  C ((N : ℝ) + 1)⁻¹ * ∑ s, (energyPoly V D J (r s)
    - C ((N : ℝ) + 1)⁻¹ * ∑ t, energyPoly V D J (r t)) ^ 2
```

The variance formula is repeated here with polynomials in place of numbers.

## Derivatives of the trial function

```lean
/-- The partial derivatives of a C² function are differentiable. -/
theorem differentiable_pd (i : Fin n) {f : (Fin n → ℝ) → ℝ} (hf : ContDiff ℝ 2 f) :
    Differentiable ℝ (pd i f) := by
  have h : ContDiff ℝ 1 (fun x => fderiv ℝ f x (Pi.single i 1)) :=
    (hf.fderiv_right (m := 1) one_add_one_eq_two.le).clm_apply contDiff_const
  exact h.differentiable (by norm_num)
```

This allows the second differentiation.

```lean
/-- The product rule for partial derivatives of functions differentiable at `x`. -/
theorem pd_mul (i : Fin n) {f g : (Fin n → ℝ) → ℝ} {x : Fin n → ℝ}
    (hf : DifferentiableAt ℝ f x) (hg : DifferentiableAt ℝ g x) :
    pd i (fun y => f y * g y) x = pd i f x * g x + f x * pd i g x := by
  have h : fderiv ℝ (fun y => f y * g y) x = f x • fderiv ℝ g x + g x • fderiv ℝ f x :=
    (hf.hasFDerivAt.mul hg.hasFDerivAt).fderiv
  simp only [pd, h]
  change f x * fderiv ℝ g x (Pi.single i 1) + g x * fderiv ℝ f x (Pi.single i 1) = _
  ring

/-- Differentiating `exp(g) h` reproduces the factor `exp(g)`, for `g` and `h`
differentiable at `x`. -/
theorem pd_exp_mul (i : Fin n) {g h : (Fin n → ℝ) → ℝ} {x : Fin n → ℝ}
    (hg : DifferentiableAt ℝ g x) (hh : DifferentiableAt ℝ h x) :
    pd i (fun y => Real.exp (g y) * h y) x
      = Real.exp (g x) * (pd i g x * h x + pd i h x) := by
  have he : DifferentiableAt ℝ (fun y => Real.exp (g y)) x := hg.exp
  have h' : fderiv ℝ (fun y => Real.exp (g y)) x = Real.exp (g x) • fderiv ℝ g x :=
    hg.hasFDerivAt.exp.fderiv
  rw [pd_mul i he hh]
  simp only [pd, h']
  change Real.exp (g x) * fderiv ℝ g x (Pi.single i 1) * h x
    + Real.exp (g x) * fderiv ℝ h x (Pi.single i 1) = _
  ring
```

The second rule is the first step of the hand calculation: differentiating $e^gh$ returns $e^g$ times a new factor. It can therefore be applied twice.

```lean
/-- Partial derivatives are linear on finite combinations of differentiable functions. -/
theorem pd_sum (i : Fin n) (a : Fin m → ℝ) {J : Fin m → (Fin n → ℝ) → ℝ}
    (hJ : ∀ k, Differentiable ℝ (J k)) (x : Fin n → ℝ) :
    pd i (fun y => ∑ k, a k * J k y) x = ∑ k, a k * pd i (J k) x := by
  have h : fderiv ℝ (fun y => ∑ k, a k * J k y) x = ∑ k, a k • fderiv ℝ (J k) x :=
    (HasFDerivAt.fun_sum fun k _ => ((hJ k x).hasFDerivAt.const_mul (a k))).fderiv
  simp [pd, h]
```

Linearity will separate the parameters from the derivatives of the $J_k$.

```lean
/-- The Laplacian of `exp(g) D` for C² functions `g` and `D` is
`exp(g) (ΔD + 2 ∇g·∇D + (Δg + |∇g|²) D)`. -/
theorem laplacian_exp_mul {g D : (Fin n → ℝ) → ℝ} (hg : ContDiff ℝ 2 g)
    (hD : ContDiff ℝ 2 D) (x : Fin n → ℝ) :
    laplacian (fun y => Real.exp (g y) * D y) x
      = Real.exp (g x) * (laplacian D x + 2 * gradDot g D x
        + (laplacian g x + gradDot g g x) * D x) := by
  have dg : Differentiable ℝ g := hg.differentiable (by norm_num)
  have dD : Differentiable ℝ D := hD.differentiable (by norm_num)
  have h1 : ∀ i, pd i (fun y => Real.exp (g y) * D y)
      = fun y => Real.exp (g y) * (pd i g y * D y + pd i D y) :=
    fun i => funext fun y => pd_exp_mul i (dg y) (dD y)
  -- the second derivative along each coordinate
  have h2 : ∀ i, pd i (fun y => Real.exp (g y) * (pd i g y * D y + pd i D y)) x
      = Real.exp (g x) * (pd i (pd i D) x + 2 * (pd i g x * pd i D x)
        + (pd i (pd i g) x + pd i g x * pd i g x) * D x) := by
    intro i
    have hgi := differentiable_pd i hg x
    have hDi := differentiable_pd i hD x
    have hm : DifferentiableAt ℝ (fun y => pd i g y * D y) x := hgi.mul (dD x)
    have hs : DifferentiableAt ℝ (fun y => pd i g y * D y + pd i D y) x := hm.add hDi
    have ha : pd i (fun y => pd i g y * D y + pd i D y) x
        = pd i (fun y => pd i g y * D y) x + pd i (pd i D) x :=
      congrArg (fun L => L (Pi.single i 1)) (hm.hasFDerivAt.add hDi.hasFDerivAt).fderiv
    rw [pd_exp_mul i (dg x) hs, ha, pd_mul i hgi (dD x)]
    ring
  simp only [laplacian, gradDot, h1, h2, ← Finset.mul_sum, Finset.sum_add_distrib,
    ← Finset.sum_mul]
```

Here `h1` is the first derivative and `h2` the second, obtained by using `pd_exp_mul` again with $h=\partial_ig\,D+\partial_iD$. The last step sums over coordinates.

## From the local energy to the variance

```lean
/-- For C² functions `D` and `J_k`, and `D x` nonzero, the local energy of the trial function
at `x` is the value of the energy polynomial at the Jastrow parameters. -/
theorem localEnergy_eq_eval (V : (Fin n → ℝ) → ℝ) {D : (Fin n → ℝ) → ℝ}
    {J : Fin m → (Fin n → ℝ) → ℝ} (hD : ContDiff ℝ 2 D) (hJ : ∀ k, ContDiff ℝ 2 (J k))
    {x : Fin n → ℝ} (hx : D x ≠ 0) (a : Fin m → ℝ) :
    localEnergy V (trial D J a) x = eval a (energyPoly V D J x) := by
  have hg : ContDiff ℝ 2 (fun y => ∑ k, a k * J k y) :=
    ContDiff.sum fun k _ => contDiff_const.mul (hJ k)
  have hp : ∀ i, pd i (fun y => ∑ k, a k * J k y) = fun y => ∑ k, a k * pd i (J k) y :=
    fun i => funext (pd_sum i a fun k => (hJ k).differentiable (by norm_num))
  -- the derivatives of the Jastrow exponent, sorted by parameters
  have hl : laplacian (fun y => ∑ k, a k * J k y) x = ∑ k, a k * laplacian (J k) x := by
    have h : ∀ i, pd i (pd i (fun y => ∑ k, a k * J k y)) x
        = ∑ k, a k * pd i (pd i (J k)) x := by
      intro i
      rw [hp]
      exact pd_sum i a (fun k => differentiable_pd i (hJ k)) x
    simp only [laplacian, h, Finset.mul_sum]
    exact Finset.sum_comm
  have hd : gradDot (fun y => ∑ k, a k * J k y) D x = ∑ k, a k * gradDot (J k) D x := by
    simp only [gradDot, hp, Finset.sum_mul, Finset.mul_sum, mul_assoc]
    exact Finset.sum_comm
  have hq : gradDot (fun y => ∑ k, a k * J k y) (fun y => ∑ k, a k * J k y) x
      = ∑ k, ∑ l, a k * a l * gradDot (J k) (J l) x := by
    simp only [gradDot, hp, Finset.sum_mul_sum]
    simp only [Finset.mul_sum]
    rw [Finset.sum_comm]
    refine Finset.sum_congr rfl fun k _ => ?_
    rw [Finset.sum_comm]
    exact Finset.sum_congr rfl fun l _ => Finset.sum_congr rfl fun i _ => by ring
  have e1 : ∑ k, (laplacian (J k) x / 2 + gradDot (J k) D x / D x) * a k
      = (∑ k, a k * laplacian (J k) x) / 2 + (∑ k, a k * gradDot (J k) D x) / D x := by
    rw [Finset.sum_div, Finset.sum_div, ← Finset.sum_add_distrib]
    exact Finset.sum_congr rfl fun k _ => by ring
  have e2 : ∑ k, ∑ l, gradDot (J k) (J l) x / 2 * (a k * a l)
      = (∑ k, ∑ l, a k * a l * gradDot (J k) (J l) x) / 2 := by
    simp only [Finset.sum_div]
    exact Finset.sum_congr rfl fun k _ => Finset.sum_congr rfl fun l _ => by ring
  -- the exponential cancels in the quotient
  have key : ∀ e d L G l q v : ℝ, e ≠ 0 → d ≠ 0 →
      (-(1 / 2) * (e * (L + 2 * G + (l + q) * d)) + v * (e * d)) / (e * d)
        = (-(1 / 2) * L + v * d) / d - (l / 2 + G / d) - q / 2 := by
    intro e d L G l q v he hd
    field_simp
    ring
  have ht : laplacian (trial D J a) x = _ := laplacian_exp_mul hg hD x
  simp only [energyPoly, map_sub, map_sum, map_mul, eval_C, eval_X]
  rw [e1, e2, ← hl, ← hd, ← hq, localEnergy, ht]
  exact key _ _ _ _ _ _ _ (Real.exp_ne_zero _) hx
```

The facts `hl`, `hd` and `hq` expand $\Delta g$, $\nabla g\cdot\nabla D$ and $|\nabla g|^2$ in the parameters, exchanging the sums over coordinates and parameters. `key` is the division by $e^gD$; it uses that both factors are nonzero.

```lean
/-- The energy polynomial has total degree at most two in the Jastrow parameters. -/
theorem totalDegree_energyPoly (V D : (Fin n → ℝ) → ℝ) (J : Fin m → (Fin n → ℝ) → ℝ)
    (x : Fin n → ℝ) : (energyPoly V D J x).totalDegree ≤ 2 := by
  rw [← mem_restrictTotalDegree]
  refine sub_mem (sub_mem ?_ (sum_mem fun k _ => ?_))
    (sum_mem fun k _ => sum_mem fun l _ => ?_) <;> rw [mem_restrictTotalDegree]
  · simp only [totalDegree_C, zero_le]
  · refine (totalDegree_mul _ _).trans ?_
    simp only [totalDegree_C, totalDegree_X]
    norm_num
  · refine (totalDegree_mul _ _).trans ?_
    have h := totalDegree_mul (X k : MvPolynomial (Fin m) ℝ) (X l)
    simp only [totalDegree_X] at h
    rw [totalDegree_C]
    omega
```

Polynomials of total degree at most 2 form a linear subspace, so it suffices to check each term.

```lean
/-- For C² functions `D` and `J_k`, and sample points where `D` is nonzero, the unweighted
variance of the local energy is a polynomial of total degree at most four in the linear
Jastrow parameters. -/
theorem sampleVariance_polynomial (V : (Fin n → ℝ) → ℝ) {D : (Fin n → ℝ) → ℝ}
    {J : Fin m → (Fin n → ℝ) → ℝ} (hD : ContDiff ℝ 2 D) (hJ : ∀ k, ContDiff ℝ 2 (J k))
    (r : Fin (N + 1) → Fin n → ℝ) (hr : ∀ s, D (r s) ≠ 0) :
    (variancePoly V D J r).totalDegree ≤ 4 ∧
      ∀ a, sampleVariance (fun s => localEnergy V (trial D J a) (r s))
        = eval a (variancePoly V D J r) := by
  constructor
  · -- a constant factor does not raise the degree, and squaring doubles it
    have hC : ∀ (c : ℝ) (p : MvPolynomial (Fin m) ℝ) (d : ℕ),
        p.totalDegree ≤ d → (C c * p).totalDegree ≤ d := by
      intro c p d hp
      have h := totalDegree_mul (C c) p
      rw [totalDegree_C] at h
      omega
    refine hC _ _ _ ?_
    rw [← mem_restrictTotalDegree]
    refine sum_mem fun s _ => ?_
    rw [mem_restrictTotalDegree]
    have h2 : (energyPoly V D J (r s)
        - C ((N : ℝ) + 1)⁻¹ * ∑ t, energyPoly V D J (r t)).totalDegree ≤ 2 := by
      rw [← mem_restrictTotalDegree]
      refine sub_mem ?_ ?_
      · exact (mem_restrictTotalDegree _ _ _).2 (totalDegree_energyPoly V D J (r s))
      · rw [mem_restrictTotalDegree]
        refine hC _ _ _ ?_
        rw [← mem_restrictTotalDegree]
        exact sum_mem fun t _ =>
          (mem_restrictTotalDegree _ _ _).2 (totalDegree_energyPoly V D J (r t))
    refine (totalDegree_pow _ 2).trans ?_
    omega
  · intro a
    have h : ∀ s, localEnergy V (trial D J a) (r s) = eval a (energyPoly V D J (r s)) :=
      fun s => localEnergy_eq_eval V hD hJ (hr s) a
    simp only [sampleVariance, variancePoly, h, map_mul, map_sum, map_pow, map_sub, eval_C]
```

The theorem makes two statements about the explicit polynomial `variancePoly V D J r`: its total degree is at most 4, and its value at every real `a` is the sample variance of the local energies. The first part counts degrees; the second substitutes `localEnergy_eq_eval` at each point.

The hypotheses `hD` and `hJ` require $C^2$ functions on all of $\mathbb R^n$. Electronic trial functions with cusps at particle coalescences violate this, so the Lean theorem does not cover them, even when no sample point lies on a coalescence. The hand calculation does cover that case, because it needs $D$ and the $J_k$ to be $C^2$ only near each sample point. The theorem also concerns only the given finite sample, not the variance over the distribution $|\psi_a|^2$, which changes with $a$.

## An example of degree four

```lean
/-- In one dimension with `D = 1`, `J = x²`, `V = 0` and the sample points 0 and 1, the variance
is the fourth power of the Jastrow parameter. -/
theorem sampleVariance_quartic_example (a : Fin 1 → ℝ) :
    sampleVariance (N := 1) (fun s => localEnergy (fun _ => 0)
      (trial (fun _ => 1) (fun _ (y : Fin 1 → ℝ) => y 0 ^ 2) a)
      ((![fun _ => 0, fun _ => 1] : Fin 2 → Fin 1 → ℝ) s)) = a 0 ^ 4 := by
  have hc : ∀ c : ℝ, pd (0 : Fin 1) (fun _ => c) = fun _ => 0 := by
    intro c
    funext x
    simp [pd]
  have d0 : ∀ x : Fin 1 → ℝ, DifferentiableAt ℝ (fun y : Fin 1 → ℝ => y 0) x :=
    fun x => (hasFDerivAt_apply (0 : Fin 1) x).differentiableAt
  have h0 : ∀ x, pd (0 : Fin 1) (fun y => y 0) x = 1 := by
    intro x
    have h : fderiv ℝ (fun y : Fin 1 → ℝ => y 0) x = ContinuousLinearMap.proj 0 :=
      (hasFDerivAt_apply (0 : Fin 1) x).fderiv
    rw [pd, h]
    simp
  have h1 : pd (0 : Fin 1) (fun y => y 0 ^ 2) = fun y => 2 * y 0 := by
    funext x
    simp only [pow_two]
    rw [pd_mul 0 (d0 x) (d0 x), h0]
    ring
  have h2 : pd (0 : Fin 1) (fun y => 2 * y 0) = fun _ => 2 := by
    funext x
    rw [pd_mul 0 (differentiableAt_const 2) (d0 x), h0, hc]
    ring
  -- the local energy of the Gaussian trial function
  have hE : ∀ x : Fin 1 → ℝ, localEnergy (fun _ => 0)
      (trial (fun _ => 1) (fun _ (y : Fin 1 → ℝ) => y 0 ^ 2) a) x
        = -a 0 - 2 * a 0 ^ 2 * x 0 ^ 2 := by
    intro x
    rw [localEnergy_eq_eval (fun _ => 0) contDiff_const (fun _ => by fun_prop) one_ne_zero a]
    simp [energyPoly, localEnergy, laplacian, gradDot, hc, h1, h2]
    ring
  -- the variance of two energies is a quarter of their squared difference
  have hv : ∀ E : Fin (1 + 1) → ℝ, sampleVariance E = (E 0 - E 1) ^ 2 / 4 := by
    intro E
    have hs : ∀ F : Fin (1 + 1) → ℝ, ∑ s, F s = F 0 + F 1 := fun F => Fin.sum_univ_two F
    simp only [sampleVariance, hs, Nat.cast_one]
    ring
  rw [hv]
  simp only [hE]
  change ((-a 0 - 2 * a 0 ^ 2 * (0 : ℝ) ^ 2) - (-a 0 - 2 * a 0 ^ 2 * (1 : ℝ) ^ 2)) ^ 2 / 4
    = a 0 ^ 4
  ring

end

end JastrowVariance
```

Without the oscillator potential, the local energy is $-a-2a^2x^2$ (`hE`). At the points 0 and 1 the energies differ by $2a^2$, and `hv` turns this into the variance $a^4$. The bound 4 therefore cannot be lowered in general.

```lean
#print axioms JastrowVariance.sampleVariance_polynomial
#print axioms JastrowVariance.sampleVariance_quartic_example
```

```
'JastrowVariance.sampleVariance_polynomial' depends on axioms: [propext, Classical.choice, Quot.sound]
'JastrowVariance.sampleVariance_quartic_example' depends on axioms: [propext, Classical.choice, Quot.sound]
```
